# Coulomb levels of angular momentum $l$ in a hard-walled shell lie above $-Z^2/(2(l+1)^2)$

An electron moves in the field of a fixed nucleus of charge $Z$ and is confined between impenetrable spheres of radii $a$ and $b$, with $0<a<b$. In atomic units its radial function $u(r)=rR(r)$ feels the effective potential

$$V(r)=\frac{l(l+1)}{2r^2}-\frac Zr ,$$

and the walls impose $u(a)=u(b)=0$. For real, continuously differentiable $u$, define

$$\mathcal E[u]=\int_a^b\left(\frac{u'^2}{2}+Vu^2\right)dr,\qquad N[u]=\int_a^b u^2\,dr .$$

The functions need not be normalised, so the mean energy of a nonzero $u$ that vanishes at both walls is $\mathcal E[u]/N[u]$. Two auxiliary functions are used:

$$W(r)=\frac{Z}{l+1}-\frac{l+1}{r},\qquad n(r)=r^{l+1}e^{-Zr/(l+1)} .$$

Here $n$ is a nodeless function, not the principal quantum number. The superpotential $W=-n'/n$ lacks the factor $1/\sqrt2$ that many texts include. Both $Z$ and $l$ may be any real numbers with $l\neq-1$; the physical case is $l=0,1,2,\dots$

## A lower bound with no dependence on the walls

With $u(a)=u(b)=0$,

$$\mathcal E[u]\ \ge\ -\frac{Z^2}{2(l+1)^2}\,N[u],$$

and the inequality is strict unless $u$ vanishes on all of $[a,b]$. Consequently, every energy $E$ for which $-u''/2+Vu=Eu$ has a nonzero solution that vanishes at both walls satisfies $E>-Z^2/(2(l+1)^2)$. For $Z>0$ and integer $l\ge0$, the right-hand side is the familiar lowest level of the free one-electron atom at that $l$.

## Eigenvalues from a truncated radial interval

A radial code may cut the interval at a small $r_{\min}>0$ and a large $r_{\max}$ and set $u$ to zero at both ends. For one electron in a bare Coulomb field, the bound then gives a floor for each $l$: with $Z=1$, it is $-1/2$ hartree for $l=0$ and $-1/8$ hartree for $l=1$.

In a Galerkin calculation with continuously differentiable basis functions that vanish at both ends, each eigenvalue is $\mathcal E[u]/N[u]$ for its own expansion function. If the matrix elements are integrated exactly, every eigenvalue must lie above the floor. A lower value signals an error somewhere, for instance in the quadrature, the rounding, a term of the Hamiltonian or the boundary conditions. Finite-difference eigenvalues are not such quotients, and the bound alone gives them no floor.

The boundary conditions matter. For $Z>0$ and $l>-1$, the quotient $\mathcal E[n]/N[n]$ lies below the floor whenever $a<(l+1)^2/Z<b$, which is possible because $n$ doesn't vanish at the ends. A Galerkin code that takes the kinetic energy as $\int_a^b u'^2/2\,dr$ and leaves the end values free can therefore return a lower number without any numerical error.

## Completing the square with the superpotential

Differentiation gives $W'=(l+1)/r^2$, and squaring gives

$$W^2=\frac{Z^2}{(l+1)^2}-\frac{2Z}{r}+\frac{(l+1)^2}{r^2}.$$

Since $(l+1)^2-(l+1)=l(l+1)$,

$$\frac{W^2-W'}2=V+\frac{Z^2}{2(l+1)^2}.$$

Next, expand the square and the total derivative:

$$\tfrac12(u'+Wu)^2=\tfrac12u'^2+Wuu'+\tfrac12W^2u^2,$$
$$\tfrac12(Wu^2)'=\tfrac12W'u^2+Wuu'.$$

Subtracting removes the cross term and leaves

$$\tfrac12(u'+Wu)^2-\tfrac12(Wu^2)'=\tfrac12u'^2+Vu^2+\frac{Z^2}{2(l+1)^2}u^2 .$$

Integration over $[a,b]$ yields the identity

$$\mathcal E[u]+\frac{Z^2}{2(l+1)^2}N[u]=\frac12\int_a^b(u'+Wu)^2dr-\frac12\Big[Wu^2\Big]_a^b .$$

If $u(a)=u(b)=0$, the bracket is zero and the remaining integral is nonnegative. This is the bound.

**Strictness.** Equality would force the continuous function $u'+Wu$ to vanish on $[a,b]$. Differentiating $n$ gives $n'=\left(\frac{l+1}{r}-\frac{Z}{l+1}\right)n=-Wn$, so

$$\left(\frac un\right)'=\frac{u'n-un'}{n^2}=\frac{u'+Wu}{n}=0 .$$

Thus $u/n$ is constant. It is zero at $a$, so $u$ is zero throughout. Putting $u=n$ in the identity instead makes the square vanish and leaves

$$\mathcal E[n]=-\frac{Z^2}{2(l+1)^2}N[n]-\frac12\Big[Wn^2\Big]_a^b .$$

**Energy levels.** The radial equation gives $u''=2(V-E)u$, hence $(uu')'=u'^2+2(V-E)u^2$. Integrating, with $uu'=0$ at both walls, gives $0=2\mathcal E[u]-2E\,N[u]$, so $\mathcal E[u]=E\,N[u]$. For nonzero $u$, the strict bound and $N[u]>0$ give the result for $E$.

## The Lean source

```lean
import Mathlib

open MeasureTheory Set

namespace RadialCoulombBound

noncomputable section

/-- The effective radial potential `l(l+1)/(2r²) - Z/r` in atomic units, for `r ≠ 0`. -/
def effectivePotential (Z l r : ℝ) : ℝ := l * (l + 1) / (2 * r ^ 2) - Z / r

/-- The superpotential `W(r) = Z/(l+1) - (l+1)/r`, for `r ≠ 0` and `l ≠ -1`. -/
def superpotential (Z l r : ℝ) : ℝ := Z / (l + 1) - (l + 1) / r

/-- The nodeless radial function `r^(l+1) exp(-Zr/(l+1))`, for `r > 0` and `l ≠ -1`. -/
def nodeless (Z l r : ℝ) : ℝ := r ^ (l + 1) * Real.exp (-(Z / (l + 1)) * r)

/-- For `a < b`, the function `u` is continuously differentiable on `[a,b]` with derivative `u'`. -/
structure IsC1On (u u' : ℝ → ℝ) (a b : ℝ) : Prop where
  cont : ContinuousOn u (Icc a b)
  deriv : ∀ r ∈ Ioo a b, HasDerivAt u (u' r) r
  cont' : ContinuousOn u' (Icc a b)

/-- The radial energy functional on `[a,b]`, with `0 < a ≤ b`, of a function `u` with
derivative `u'`. -/
def energy (Z l a b : ℝ) (u u' : ℝ → ℝ) : ℝ :=
  ∫ r in a..b, (u' r ^ 2 / 2 + effectivePotential Z l r * u r ^ 2)

/-- Away from the origin the superpotential has slope `(l+1)/r²`. -/
theorem hasDerivAt_superpotential (Z l : ℝ) {r : ℝ} (hr : r ≠ 0) :
    HasDerivAt (superpotential Z l) ((l + 1) / r ^ 2) r := by
  have e : superpotential Z l = fun x => Z / (l + 1) - (l + 1) * x⁻¹ := by
    funext x
    simp only [superpotential, div_eq_mul_inv]
  rw [e]
  exact (((hasDerivAt_inv hr).const_mul (l + 1)).const_sub (Z / (l + 1))).congr_deriv
    (by rw [div_eq_mul_inv]; ring)

/-- For `r > 0` the nodeless function `n` obeys the first-order equation `n' = -W n`. -/
theorem hasDerivAt_nodeless (Z l : ℝ) {r : ℝ} (hr : 0 < r) :
    HasDerivAt (nodeless Z l) (-superpotential Z l r * nodeless Z l r) r := by
  have h := (Real.hasDerivAt_rpow_const (p := l + 1) (Or.inl hr.ne')).fun_mul
    (((hasDerivAt_id' r).const_mul (-(Z / (l + 1)))).exp)
  refine HasDerivAt.congr_deriv h ?_
  rw [Real.rpow_sub_one hr.ne']
  simp only [nodeless, superpotential]
  ring

/-- Completing the square: for `l ≠ -1`, `0 < a ≤ b` and `u` continuously differentiable on `[a,b]`
with derivative `u'`, the energy plus `Z²/(2(l+1)²) ∫ u²` is half the integral of `(u' + W u)²`
minus half the change of `W u²` across `[a,b]`. -/
theorem energy_identity {Z l a b : ℝ} {u u' : ℝ → ℝ} (hl : l ≠ -1) (ha : 0 < a)
    (hab : a ≤ b) (hu : IsC1On u u' a b) :
    energy Z l a b u u' + Z ^ 2 / (2 * (l + 1) ^ 2) * (∫ r in a..b, u r ^ 2) =
      1 / 2 * (∫ r in a..b, (u' r + superpotential Z l r * u r) ^ 2)
        - 1 / 2 * (superpotential Z l b * u b ^ 2 - superpotential Z l a * u a ^ 2) := by
  have hl1 : l + 1 ≠ 0 := fun h => hl (by linarith)
  have hW : ContinuousOn (superpotential Z l) (Icc a b) := fun r hr =>
    (hasDerivAt_superpotential Z l (ha.trans_le hr.1).ne').continuousAt.continuousWithinAt
  have hW' : ContinuousOn (fun r : ℝ => (l + 1) / r ^ 2) (Icc a b) := by
    intro r hr
    have h2 : r ^ 2 ≠ 0 := pow_ne_zero 2 (ha.trans_le hr.1).ne'
    apply ContinuousAt.continuousWithinAt
    fun_prop (disch := assumption)
  have iA : IntervalIntegrable (fun r => (u' r + superpotential Z l r * u r) ^ 2)
      volume a b :=
    ((hu.cont'.add (hW.mul hu.cont)).pow 2).intervalIntegrable_of_Icc hab
  have iN : IntervalIntegrable (fun r => u r ^ 2) volume a b :=
    (hu.cont.pow 2).intervalIntegrable_of_Icc hab
  have iD : IntervalIntegrable (fun r => (l + 1) / r ^ 2 * (u r * u r)
      + superpotential Z l r * (u' r * u r + u r * u' r)) volume a b :=
    ((hW'.mul (hu.cont.mul hu.cont)).add (hW.mul ((hu.cont'.mul hu.cont).add
      (hu.cont.mul hu.cont')))).intervalIntegrable_of_Icc hab
  -- the total derivative of W u² integrates to boundary terms
  have F := intervalIntegral.integral_eq_sub_of_hasDerivAt_of_le hab
    (f := fun r => superpotential Z l r * (u r * u r))
    (hW.mul (hu.cont.mul hu.cont))
    (fun r hr => (hasDerivAt_superpotential Z l (ha.trans hr.1).ne').fun_mul
      ((hu.deriv r hr).fun_mul (hu.deriv r hr))) iD
  -- pointwise completion of the square
  have key : energy Z l a b u u' = ∫ r in a..b,
      (1 / 2 * (u' r + superpotential Z l r * u r) ^ 2
        - Z ^ 2 / (2 * (l + 1) ^ 2) * u r ^ 2
        - 1 / 2 * ((l + 1) / r ^ 2 * (u r * u r)
          + superpotential Z l r * (u' r * u r + u r * u' r))) := by
    apply intervalIntegral.integral_congr
    intro r hr
    rw [uIcc_of_le hab] at hr
    have hr0 : r ≠ 0 := (ha.trans_le hr.1).ne'
    simp only [effectivePotential, superpotential]
    field_simp
    ring
  rw [key, intervalIntegral.integral_sub ((iA.const_mul _).sub (iN.const_mul _))
    (iD.const_mul _), intervalIntegral.integral_sub (iA.const_mul _) (iN.const_mul _),
    intervalIntegral.integral_const_mul, intervalIntegral.integral_const_mul,
    intervalIntegral.integral_const_mul, F]
  ring

/-- Coulomb lower bound at angular momentum `l ≠ -1`: if `0 < a < b` and the continuously
differentiable `u` vanishes at `a` and `b`, its energy is at least
`-Z²/(2(l+1)²)` times the integral of `u²`. -/
theorem energy_lower_bound {Z l a b : ℝ} {u u' : ℝ → ℝ} (hl : l ≠ -1) (ha : 0 < a)
    (hab : a < b) (hu : IsC1On u u' a b) (hua : u a = 0) (hub : u b = 0) :
    -(Z ^ 2 / (2 * (l + 1) ^ 2)) * (∫ r in a..b, u r ^ 2) ≤ energy Z l a b u u' := by
  have h := energy_identity (Z := Z) hl ha hab.le hu
  have hp : 0 ≤ ∫ r in a..b, (u' r + superpotential Z l r * u r) ^ 2 :=
    intervalIntegral.integral_nonneg hab.le (fun r _ => sq_nonneg _)
  rw [hua, hub] at h
  linarith

/-- For `l ≠ -1` and `0 < a ≤ b`, the energy of the nodeless function `n` on `[a,b]` is
`-Z²/(2(l+1)²) ∫ n²` minus half the change of `W n²` across the interval. -/
theorem energy_nodeless {Z l a b : ℝ} (hl : l ≠ -1) (ha : 0 < a) (hab : a ≤ b) :
    energy Z l a b (nodeless Z l) (fun r => -superpotential Z l r * nodeless Z l r) =
      -(Z ^ 2 / (2 * (l + 1) ^ 2)) * (∫ r in a..b, nodeless Z l r ^ 2)
        - 1 / 2 * (superpotential Z l b * nodeless Z l b ^ 2
          - superpotential Z l a * nodeless Z l a ^ 2) := by
  have hn : IsC1On (nodeless Z l)
      (fun r => -superpotential Z l r * nodeless Z l r) a b :=
    ⟨fun r hr => (hasDerivAt_nodeless Z l
        (ha.trans_le hr.1)).continuousAt.continuousWithinAt,
      fun r hr => hasDerivAt_nodeless Z l (ha.trans hr.1),
      fun r hr => ((hasDerivAt_superpotential Z l (ha.trans_le hr.1).ne').continuousAt.neg.mul
        (hasDerivAt_nodeless Z l (ha.trans_le hr.1)).continuousAt).continuousWithinAt⟩
  have h := energy_identity (Z := Z) hl ha hab hn
  have z : (∫ r in a..b, (-superpotential Z l r * nodeless Z l r
      + superpotential Z l r * nodeless Z l r) ^ 2) = 0 := by simp
  rw [z] at h
  linarith

/-- Let `l ≠ -1` and `0 < a < b`. If a continuously differentiable `u` vanishes at `a` and `b` but
not on all of `[a,b]`, its energy is strictly greater than `-Z²/(2(l+1)²)` times the integral of
`u²`. -/
theorem energy_lower_bound_strict {Z l a b : ℝ} {u u' : ℝ → ℝ} (hl : l ≠ -1) (ha : 0 < a)
    (hab : a < b) (hu : IsC1On u u' a b) (hua : u a = 0) (hub : u b = 0)
    (hne : ∃ r ∈ Icc a b, u r ≠ 0) :
    -(Z ^ 2 / (2 * (l + 1) ^ 2)) * (∫ r in a..b, u r ^ 2) < energy Z l a b u u' := by
  have hW : ContinuousOn (superpotential Z l) (Icc a b) := fun r hr =>
    (hasDerivAt_superpotential Z l (ha.trans_le hr.1).ne').continuousAt.continuousWithinAt
  have npos : ∀ x, 0 < x → 0 < nodeless Z l x := fun x hx =>
    mul_pos (Real.rpow_pos_of_pos hx _) (Real.exp_pos _)
  have hex : ∃ c ∈ Icc a b, 0 < (u' c + superpotential Z l c * u c) ^ 2 := by
    by_contra hcon
    have hz : ∀ c ∈ Icc a b, u' c + superpotential Z l c * u c = 0 := by
      intro c hc
      by_contra h0
      exact hcon ⟨c, hc, by positivity⟩
    obtain ⟨r, hr, hur⟩ := hne
    -- u divided by the nodeless function is constant, and vanishes at a
    have hq : ContinuousOn (fun x => u x / nodeless Z l x) (Icc a r) :=
      (hu.cont.mono (Icc_subset_Icc_right hr.2)).div
        (fun x hx => (hasDerivAt_nodeless Z l
          (ha.trans_le hx.1)).continuousAt.continuousWithinAt)
        (fun x hx => (npos x (ha.trans_le hx.1)).ne')
    have hd : ∀ x ∈ Ioo a r, HasDerivAt (fun x => u x / nodeless Z l x) 0 x := by
      intro x hx
      have hxb : x < b := hx.2.trans_le hr.2
      have hx0 : 0 < x := ha.trans hx.1
      refine ((hu.deriv x ⟨hx.1, hxb⟩).fun_div (hasDerivAt_nodeless Z l hx0)
        (npos x hx0).ne').congr_deriv ?_
      rw [div_eq_zero_iff]
      left
      linear_combination nodeless Z l x * hz x ⟨hx.1.le, hxb.le⟩
    have h := intervalIntegral.integral_eq_sub_of_hasDerivAt_of_le hr.1
      (f' := fun _ => (0 : ℝ)) hq hd (continuous_const.intervalIntegrable a r)
    simp only [intervalIntegral.integral_zero, hua, zero_div, sub_zero] at h
    exact hur ((div_eq_zero_iff.mp h.symm).resolve_right (npos r (ha.trans_le hr.1)).ne')
  have hp : 0 < ∫ r in a..b, (u' r + superpotential Z l r * u r) ^ 2 :=
    intervalIntegral.integral_pos hab ((hu.cont'.add (hW.mul hu.cont)).pow 2)
      (fun r _ => sq_nonneg _) hex
  have h := energy_identity (Z := Z) hl ha hab.le hu
  rw [hua, hub] at h
  linarith

/-- Let `l ≠ -1` and `0 < a < b`. If a continuously differentiable `u`, not identically zero
on `[a,b]` and zero at both ends, solves the radial Schrödinger equation
`-u''/2 + V u = E u` inside, then `E > -Z²/(2(l+1)²)`. -/
theorem confined_level_gt {Z l a b E : ℝ} {u u' u'' : ℝ → ℝ} (hl : l ≠ -1) (ha : 0 < a)
    (hab : a < b) (hu : IsC1On u u' a b) (hua : u a = 0) (hub : u b = 0)
    (hne : ∃ r ∈ Icc a b, u r ≠ 0) (hu' : ∀ r ∈ Ioo a b, HasDerivAt u' (u'' r) r)
    (heq : ∀ r ∈ Ioo a b, -u'' r / 2 + effectivePotential Z l r * u r = E * u r) :
    -(Z ^ 2 / (2 * (l + 1) ^ 2)) < E := by
  have hV : ContinuousOn (effectivePotential Z l) (Icc a b) := by
    intro r hr
    have h1 : r ≠ 0 := (ha.trans_le hr.1).ne'
    have h2 : 2 * r ^ 2 ≠ 0 := by positivity
    apply ContinuousAt.continuousWithinAt
    show ContinuousAt (fun x => l * (l + 1) / (2 * x ^ 2) - Z / x) r
    fun_prop (disch := assumption)
  have iN : IntervalIntegrable (fun r => u r ^ 2) volume a b :=
    (hu.cont.pow 2).intervalIntegrable_of_Icc hab.le
  have iD : IntervalIntegrable (fun r => u' r * u' r
      + u r * (2 * (effectivePotential Z l r - E) * u r)) volume a b :=
    ((hu.cont'.mul hu.cont').add (hu.cont.mul ((continuousOn_const.mul
      (hV.sub continuousOn_const)).mul hu.cont))).intervalIntegrable_of_Icc hab.le
  -- integration by parts: the boundary values of u u' vanish
  have F := intervalIntegral.integral_eq_sub_of_hasDerivAt_of_le hab.le
    (f := fun r => u r * u' r) (hu.cont.mul hu.cont')
    (fun r hr => ((hu.deriv r hr).fun_mul (hu' r hr)).congr_deriv
      (by linear_combination (-2 * u r) * heq r hr)) iD
  have key : energy Z l a b u u' = ∫ r in a..b,
      (1 / 2 * (u' r * u' r + u r * (2 * (effectivePotential Z l r - E) * u r))
        + E * u r ^ 2) := by
    apply intervalIntegral.integral_congr
    intro r _
    simp only [effectivePotential]
    ring
  rw [intervalIntegral.integral_add (iD.const_mul _) (iN.const_mul _),
    intervalIntegral.integral_const_mul, intervalIntegral.integral_const_mul, F,
    hua, hub] at key
  have hs := energy_lower_bound_strict (Z := Z) hl ha hab hu hua hub hne
  have hN : 0 ≤ ∫ r in a..b, u r ^ 2 :=
    intervalIntegral.integral_nonneg hab.le (fun r _ => sq_nonneg _)
  exact lt_of_mul_lt_mul_right (by linarith) hN

end

end RadialCoulombBound
```

```lean
#print axioms RadialCoulombBound.energy_lower_bound
-- 'RadialCoulombBound.energy_lower_bound' depends on axioms: [propext, Classical.choice, Quot.sound]
#print axioms RadialCoulombBound.energy_nodeless
-- 'RadialCoulombBound.energy_nodeless' depends on axioms: [propext, Classical.choice, Quot.sound]
#print axioms RadialCoulombBound.confined_level_gt
-- 'RadialCoulombBound.confined_level_gt' depends on axioms: [propext, Classical.choice, Quot.sound]
```

## How the Lean objects match the radial problem

`effectivePotential`, `superpotential`, `nodeless` and `energy` are $V$, $W$, $n$ and $\mathcal E$. The derivative is passed as a separate function `u'`, and `IsC1On u u' a b` ties it to `u`: both are continuous on the closed interval, and `u'` is the derivative of `u` in the interior.

`energy_lower_bound` says that if `l ≠ -1`, `0 < a`, `a < b`, `u` is continuously differentiable in this sense, and `u a = 0` and `u b = 0`, then the bound holds. `energy_lower_bound_strict` adds `hne`, a point of $[a,b]$ where `u` is nonzero, and makes the inequality strict. In `confined_level_gt`, `hu'` supplies a second derivative in the interior and `heq` is the radial Schrödinger equation there; the conclusion is the strict bound on `E`.

The two derivative lemmas establish $W'=(l+1)/r^2$ and $n'=-Wn$. In `energy_identity`, the step `F` integrates $(Wu^2)'$ by the fundamental theorem of calculus, while `key` completes the square pointwise, with `field_simp` and `ring` doing the algebra. When $u$ is zero at both ends, the lower bound follows because the integral of a square is nonnegative. `energy_nodeless` applies the same identity to $n$.

For strictness, `hex` finds a point where the square is positive. Its proof by contradiction is the quotient argument: `hd` shows that $u/n$ has zero derivative, and integration from `a` to `r` contradicts `u r ≠ 0`. In `confined_level_gt`, `F` integrates $(uu')'$, `key` rewrites the energy, and the final line cancels the factor $N[u]$.

## From the shell to atoms and computed spectra

The theorems concern one nonrelativistic electron, a fixed point nucleus and a finite shell. The step from the three-dimensional wave function to $u$, by separating off a spherical harmonic, is taken as the starting point and isn't derived.

The limits $a\to0$ and $b\to\infty$ are not taken, so the free atom's ground level at each $l$ is not established here. Nor is the existence of confined levels: `confined_level_gt` constrains a solution once one is given. The bound says nothing about how far above the floor a level lies, or whether the lowest level approaches the floor as the shell widens.

Screened potentials, pseudopotentials and electron repulsion change $V$, and with it the identity. For a numerical spectrum, the theorems constrain those functions represented by the code that are continuously differentiable and vanish at both ends; discretisation, quadrature and rounding need their own error estimates.
